# Normalised broadening with zero first and third moments keeps a band's centre and third central moment

**A.** Take finitely many levels $e_i$ with weights $w_i$ that sum to 1 and have variance $m_2>0$. Broaden each with the same kernel $g$, whose moments of order 0 to 3 exist and equal $1, 0, s^2, 0$. The resulting density $\rho(x)=\sum_i w_i\,g(x-e_i)$ has unit area and the same centre and third central moment $m_3$ as the levels. Its variance is $m_2+s^2$, so its skewness is the level skewness times $\left(\frac{m_2}{m_2+s^2}\right)^{3/2}$.

**Q.** Show me by hand first. Why does the third moment survive when the second doesn't?

**A.** Let $\mu=\sum_i w_i e_i$ and $\delta_i=e_i-\mu$. Substituting $t=x-e_i$ and using the kernel's moments,

$$\int x\,g(x-e_i)\,dx=\int (t+e_i)\,g(t)\,dt=e_i,$$

so the density's centre is $\sum_i w_i e_i=\mu$. About that centre,

$$\int (x-\mu)^2 g(x-e_i)\,dx=\int(t+\delta_i)^2g(t)\,dt=\delta_i^2+s^2,$$

$$\int (x-\mu)^3 g(x-e_i)\,dx=\int(t+\delta_i)^3g(t)\,dt=\delta_i^3+3\delta_i s^2.$$

Now multiply by $w_i$ and sum. The area is $\sum_i w_i=1$ and the variance is $m_2+s^2$. The third moment is $m_3+3s^2\sum_i w_i\delta_i$, and $\sum_i w_i\delta_i=\mu-\mu=0$. Finally,

$$\frac{m_3}{(m_2+s^2)^{3/2}}=\left(\frac{m_2}{m_2+s^2}\right)^{3/2}\frac{m_3}{m_2^{3/2}}.$$

**Q.** And in Lean, what is a level, and what is a kernel?

**A.** The levels are labelled by a finite type `ι`; `e` and `w` are real functions on it, and `g` is a real function of energy.

```lean
import Mathlib

open MeasureTheory

namespace DBandSmearing

noncomputable section

variable {ι : Type*} [Fintype ι] {g : ℝ → ℝ} {s : ℝ}
```

The kernel conditions are collected in one structure. They describe a broadening that is normalised, doesn't shift a level and has no skewness of its own.

```lean
/-- A broadening kernel: its moments up to third order exist and equal 1, 0, `s ^ 2`, 0. -/
structure IsSmearingKernel (g : ℝ → ℝ) (s : ℝ) : Prop where
  integrable : ∀ k : ℕ, k ≤ 3 → Integrable (fun t : ℝ => t ^ k * g t)
  total : ∫ t, g t = 1
  first : ∫ t, t * g t = 0
  second : ∫ t, t ^ 2 * g t = s ^ 2
  third : ∫ t, t ^ 3 * g t = 0
```

**Q.** That excludes a Lorentzian.

**A.** It does: the Lorentzian's second moment diverges. The integrability field matters because Lean assigns the value 0 to the integral of a non-integrable function.

**Q.** Are the level moments and the density moments defined independently, or is the answer built in?

**A.** Independently. For the levels they are finite sums:

```lean
/-- Centre of the discrete levels `e i` with weights `w i` of sum 1. -/
def levelCentre (e w : ι → ℝ) : ℝ := ∑ i, w i * e i

/-- Central moment of order `k` of the discrete levels, for weights of sum 1. -/
def levelMoment (e w : ι → ℝ) (k : ℕ) : ℝ := ∑ i, w i * (e i - levelCentre e w) ^ k
```

The density is a sum of shifted kernels, each multiplied by the weight of its level:

```lean
/-- The broadened density of states: one copy of the kernel on each level. -/
def smeared (g : ℝ → ℝ) (e w : ι → ℝ) (x : ℝ) : ℝ := ∑ i, w i * g (x - e i)
```

Its moments are integrals over the whole energy axis, taken about the density's own centre. `bandCentre` doesn't divide by the area, which is right for unit area.

```lean
/-- Centre (first moment) of a density of states of unit area. -/
def bandCentre (ρ : ℝ → ℝ) : ℝ := ∫ x, x * ρ x

/-- Moment of order `k` of a density of states of unit area about its centre. -/
def bandMoment (ρ : ℝ → ℝ) (k : ℕ) : ℝ := ∫ x, (x - bandCentre ρ) ^ k * ρ x
```

Both skewnesses use the same function, with a real exponent $3/2$:

```lean
/-- Skewness from the variance `m2` and the third central moment `m3`, for `m2 > 0`. -/
def skewness (m2 m3 : ℝ) : ℝ := m3 / m2 ^ (3 / 2 : ℝ)
```

**Q.** Weights that are squared magnitudes of projections are non-negative. Where is that?

**A.** It isn't needed, for the weights or for $g$, so the theorems also cover weights that can be negative, such as Mulliken weights in a non-orthogonal basis. The variance must still be positive, and that is a hypothesis of the main theorem.

**Q.** Then take me through the proof, starting with one level.

**A.** Put a kernel at energy $u$ and average a cubic written in powers of $x-u$. The moved kernel has the same moments about $u$ as $g$ has about 0, so only the constant and quadratic coefficients remain. The lemma proves integrability as well as the value.

```lean
/-- The average of a cubic polynomial over a kernel placed at energy `u` exists, and only
the constant and quadratic coefficients about `u` contribute. -/
theorem single_level_average (hg : IsSmearingKernel g s) (u a b c d : ℝ) :
    Integrable (fun x => (a + b * (x - u) + c * (x - u) ^ 2 + d * (x - u) ^ 3) * g (x - u)) ∧
    ∫ x, (a + b * (x - u) + c * (x - u) ^ 2 + d * (x - u) ^ 3) * g (x - u)
      = a + c * s ^ 2 := by
  have h0 : Integrable (fun x => a * g (x - u)) := by
    have h := hg.integrable 0 (by norm_num)
    simp only [pow_zero, one_mul] at h
    exact (h.comp_sub_right u).const_mul a
  have h1 : Integrable (fun x => b * ((x - u) * g (x - u))) := by
    have h := hg.integrable 1 (by norm_num)
    simp only [pow_one] at h
    exact (h.comp_sub_right u).const_mul b
  have h2 : Integrable (fun x => c * ((x - u) ^ 2 * g (x - u))) :=
    ((hg.integrable 2 (by norm_num)).comp_sub_right u).const_mul c
  have h3 : Integrable (fun x => d * ((x - u) ^ 3 * g (x - u))) :=
    ((hg.integrable 3 (by norm_num)).comp_sub_right u).const_mul d
  have h01 : Integrable (fun x => a * g (x - u) + b * ((x - u) * g (x - u))) := h0.add h1
  have h012 : Integrable (fun x => a * g (x - u) + b * ((x - u) * g (x - u))
      + c * ((x - u) ^ 2 * g (x - u))) := h01.add h2
  -- the moments do not change when the kernel is moved to `u`
  have m0 : ∫ x, g (x - u) = 1 := (integral_sub_right_eq_self g u).trans hg.total
  have m1 : ∫ x, (x - u) * g (x - u) = 0 :=
    (integral_sub_right_eq_self (fun t => t * g t) u).trans hg.first
  have m2 : ∫ x, (x - u) ^ 2 * g (x - u) = s ^ 2 :=
    (integral_sub_right_eq_self (fun t => t ^ 2 * g t) u).trans hg.second
  have m3 : ∫ x, (x - u) ^ 3 * g (x - u) = 0 :=
    (integral_sub_right_eq_self (fun t => t ^ 3 * g t) u).trans hg.third
  have hf : (fun x => (a + b * (x - u) + c * (x - u) ^ 2 + d * (x - u) ^ 3) * g (x - u))
      = fun x => a * g (x - u) + b * ((x - u) * g (x - u))
        + c * ((x - u) ^ 2 * g (x - u)) + d * ((x - u) ^ 3 * g (x - u)) := by
    funext x; ring
  rw [hf]
  refine ⟨h012.add h3, ?_⟩
  rw [integral_add h012 h3, integral_add h01 h2, integral_add h0 h1, integral_const_mul,
    integral_const_mul, integral_const_mul, integral_const_mul, m0, m1, m2, m3]
  ring
```

For many levels, the cubic is given about some common energy $z$. The proof re-expands it about each `e i`, which `ring` checks, applies the previous lemma and exchanges the finite sum with the integral. The correction `(c + 3 * d * (e i - z)) * s ^ 2` contains the $s^2$ and $3\delta_i s^2$ of the calculation above.

```lean
/-- The integral of a cubic polynomial against the broadened density exists. It is the weighted sum
of the polynomial over the levels plus `s ^ 2` times half the weighted sum of its second derivative.
-/
theorem smeared_average (hg : IsSmearingKernel g s) (e w : ι → ℝ) (z a b c d : ℝ) :
    Integrable (fun x => (a + b * (x - z) + c * (x - z) ^ 2 + d * (x - z) ^ 3)
      * smeared g e w x) ∧
    ∫ x, (a + b * (x - z) + c * (x - z) ^ 2 + d * (x - z) ^ 3) * smeared g e w x
      = ∑ i, w i * (a + b * (e i - z) + c * (e i - z) ^ 2 + d * (e i - z) ^ 3
          + (c + 3 * d * (e i - z)) * s ^ 2) := by
  have hi : ∀ i, Integrable (fun x => (a + b * (x - z) + c * (x - z) ^ 2 + d * (x - z) ^ 3)
        * g (x - e i)) ∧
      ∫ x, (a + b * (x - z) + c * (x - z) ^ 2 + d * (x - z) ^ 3) * g (x - e i)
        = a + b * (e i - z) + c * (e i - z) ^ 2 + d * (e i - z) ^ 3
          + (c + 3 * d * (e i - z)) * s ^ 2 := by
    intro i
    -- expand the polynomial about the level `e i`
    have hf : (fun x => (a + b * (x - z) + c * (x - z) ^ 2 + d * (x - z) ^ 3) * g (x - e i))
        = fun x => ((a + b * (e i - z) + c * (e i - z) ^ 2 + d * (e i - z) ^ 3)
          + (b + 2 * c * (e i - z) + 3 * d * (e i - z) ^ 2) * (x - e i)
          + (c + 3 * d * (e i - z)) * (x - e i) ^ 2 + d * (x - e i) ^ 3) * g (x - e i) := by
      funext x; ring
    rw [hf]
    exact single_level_average hg (e i) _ _ _ _
  have hI : ∀ i ∈ Finset.univ, Integrable (fun x => w i *
      ((a + b * (x - z) + c * (x - z) ^ 2 + d * (x - z) ^ 3) * g (x - e i))) :=
    fun i _ => (hi i).1.const_mul (w i)
  have hs : (fun x => (a + b * (x - z) + c * (x - z) ^ 2 + d * (x - z) ^ 3) * smeared g e w x)
      = fun x => ∑ i, w i *
        ((a + b * (x - z) + c * (x - z) ^ 2 + d * (x - z) ^ 3) * g (x - e i)) := by
    funext x
    simp only [smeared, Finset.mul_sum]
    exact Finset.sum_congr rfl fun i _ => by ring
  rw [hs]
  refine ⟨MeasureTheory.integrable_finsetSum _ hI, ?_⟩
  rw [MeasureTheory.integral_finsetSum _ hI]
  exact Finset.sum_congr rfl fun i _ => by rw [integral_const_mul, (hi i).2]
```

**Q.** So the individual moments are choices of coefficients?

**A.** Yes. The polynomial $x$ gives the centre:

```lean
/-- Broadening with a kernel that satisfies `IsSmearingKernel` keeps the first moment of the levels,
which is the band centre when the weights sum to 1. -/
theorem centre_smeared (hg : IsSmearingKernel g s) (e w : ι → ℝ) :
    bandCentre (smeared g e w) = levelCentre e w := by
  have h := (smeared_average hg e w 0 0 1 0 0).2
  simpa [bandCentre, levelCentre] using h
```

The square about the level centre gives the variance, where $\sum_i w_i=1$ turns the correction into exactly $s^2$:

```lean
/-- For weights of sum 1, broadening adds `s ^ 2` to the variance. -/
theorem variance_smeared (hg : IsSmearingKernel g s) (e w : ι → ℝ) (hw : ∑ i, w i = 1) :
    bandMoment (smeared g e w) 2 = levelMoment e w 2 + s ^ 2 := by
  have h := (smeared_average hg e w (levelCentre e w) 0 0 1 0).2
  simp only [zero_mul, mul_zero, zero_add, add_zero, one_mul] at h
  rw [bandMoment, centre_smeared hg, h, levelMoment]
  simp only [mul_add, Finset.sum_add_distrib]
  rw [← Finset.sum_mul, hw, one_mul]
```

The cube gives the third moment. The step `hz` is the cancellation $\sum_i w_i\delta_i=0$.

```lean
/-- For weights of sum 1, broadening keeps the third central moment. -/
theorem third_smeared (hg : IsSmearingKernel g s) (e w : ι → ℝ) (hw : ∑ i, w i = 1) :
    bandMoment (smeared g e w) 3 = levelMoment e w 3 := by
  have h := (smeared_average hg e w (levelCentre e w) 0 0 0 1).2
  simp only [zero_mul, zero_add, one_mul, mul_one] at h
  -- the first central moment of the levels vanishes
  have hz : ∑ i, w i * (e i - levelCentre e w) = 0 := by
    simp only [mul_sub, Finset.sum_sub_distrib]
    rw [← Finset.sum_mul, hw, one_mul]
    exact sub_eq_zero.mpr rfl
  rw [bandMoment, centre_smeared hg, h, levelMoment]
  calc ∑ i, w i * ((e i - levelCentre e w) ^ 3 + 3 * (e i - levelCentre e w) * s ^ 2)
      = ∑ i, w i * (e i - levelCentre e w) ^ 3
        + 3 * s ^ 2 * ∑ i, w i * (e i - levelCentre e w) := by
        rw [Finset.mul_sum, ← Finset.sum_add_distrib]
        exact Finset.sum_congr rfl fun i _ => by ring
    _ = ∑ i, w i * (e i - levelCentre e w) ^ 3 := by rw [hz, mul_zero, add_zero]
```

**Q.** And the full claim?

**A.** Here it is, as a conjunction of six statements. The area comes from the constant polynomial. For the skewness, `Real.div_rpow` splits the power of the quotient, and `key` is the final fraction identity.

```lean
/-- For levels with weights of sum 1 and positive variance `m2`, the broadened density has
unit area, the same centre and third central moment, and the positive variance `m2 + s ^ 2`;
its skewness is that of the levels times `(m2 / (m2 + s ^ 2)) ^ (3 / 2)`. -/
theorem smearing_of_moments (hg : IsSmearingKernel g s) (e w : ι → ℝ)
    (hw : ∑ i, w i = 1) (hm : 0 < levelMoment e w 2) :
    ∫ x, smeared g e w x = 1 ∧
    bandCentre (smeared g e w) = levelCentre e w ∧
    bandMoment (smeared g e w) 3 = levelMoment e w 3 ∧
    bandMoment (smeared g e w) 2 = levelMoment e w 2 + s ^ 2 ∧
    0 < bandMoment (smeared g e w) 2 ∧
    skewness (bandMoment (smeared g e w) 2) (bandMoment (smeared g e w) 3)
      = (levelMoment e w 2 / (levelMoment e w 2 + s ^ 2)) ^ (3 / 2 : ℝ)
        * skewness (levelMoment e w 2) (levelMoment e w 3) := by
  have hp : 0 < levelMoment e w 2 + s ^ 2 := add_pos_of_pos_of_nonneg hm (sq_nonneg s)
  have key : ∀ A B M : ℝ, A ≠ 0 → M / B = A / B * (M / A) := by
    intro A B M hA
    rw [div_mul_div_comm, mul_comm B A, mul_div_mul_left _ _ hA]
  refine ⟨?_, centre_smeared hg e w, third_smeared hg e w hw, variance_smeared hg e w hw, ?_, ?_⟩
  · have h := (smeared_average hg e w 0 1 0 0 0).2
    simpa [hw] using h
  · rw [variance_smeared hg e w hw]
    exact hp
  · rw [variance_smeared hg e w hw, third_smeared hg e w hw, skewness, skewness,
      Real.div_rpow hm.le hp.le]
    exact key _ _ _ (Real.rpow_pos_of_pos hm _).ne'
```

**Q.** Does smearing always make the band look more symmetric, then?

**A.** By this measure, if $s\neq0$ and $m_3\neq0$: the factor lies strictly between 0 and 1, so the magnitude of the skewness falls.

```lean
/-- For weights of sum 1, positive level variance and nonzero third central moment, a kernel
with `s ≠ 0` strictly lowers the magnitude of the skewness. -/
theorem skewness_lowered (hg : IsSmearingKernel g s) (e w : ι → ℝ) (hw : ∑ i, w i = 1)
    (hm : 0 < levelMoment e w 2) (h3 : levelMoment e w 3 ≠ 0) (hs : s ≠ 0) :
    |skewness (bandMoment (smeared g e w) 2) (bandMoment (smeared g e w) 3)|
      < |skewness (levelMoment e w 2) (levelMoment e w 3)| := by
  have hs2 : 0 < s ^ 2 := by positivity
  have hp : 0 < levelMoment e w 2 + s ^ 2 := add_pos hm hs2
  have hq : 0 ≤ levelMoment e w 2 / (levelMoment e w 2 + s ^ 2) := (div_pos hm hp).le
  have hlt : levelMoment e w 2 / (levelMoment e w 2 + s ^ 2) < 1 := by
    rw [div_lt_one hp]; linarith
  have hne : skewness (levelMoment e w 2) (levelMoment e w 3) ≠ 0 :=
    div_ne_zero h3 (Real.rpow_pos_of_pos hm _).ne'
  rw [(smearing_of_moments hg e w hw hm).2.2.2.2.2, abs_mul,
    abs_of_nonneg (Real.rpow_nonneg hq _)]
  exact mul_lt_of_lt_one_left (abs_pos.mpr hne) (Real.rpow_lt_one hq hlt (by norm_num))
```

The smallest case has two levels, since a single level has zero variance. Put weights $3/4$ and $1/4$ at energies 0 and 1, in some energy unit. Then $m_2=3/16$, $m_3=3/32$ and the skewness is $2/\sqrt3\approx1.15$. Smearing with $s^2=3/16$ doubles the variance and reduces the skewness to $1/\sqrt6\approx0.41$, although $m_3$ hasn't moved.

**Q.** Does any kernel I'd actually use meet your conditions?

**A.** The normalised Gaussian of standard deviation $|s|$ does.

```lean
/-- The normalised Gaussian of standard deviation `|s|`, for `s ≠ 0`. -/
def gaussianKernel (s t : ℝ) : ℝ :=
  (√(2 * Real.pi * s ^ 2))⁻¹ * Real.exp (-(1 / (2 * s ^ 2)) * t ^ 2)
```

With $b=1/(2s^2)$, its normalisation follows from $\int e^{-bt^2}dt=\sqrt{\pi/b}=\sqrt{2\pi s^2}$. The first and third moments vanish by reflection, which is `hodd`. For the second, integrate a total derivative:

$$0=\int\frac{d}{dt}\left(t\,e^{-bt^2}\right)dt=\int e^{-bt^2}dt-2b\int t^2e^{-bt^2}dt.$$

After normalisation the second moment is $1/(2b)=s^2$. In the proof, `hd` supplies the derivative and `h0` the vanishing integral.

```lean
/-- For `s ≠ 0`, the normalised Gaussian of standard deviation `|s|` is a broadening kernel with
second moment `s ^ 2`. -/
theorem gaussianKernel_witness (hs : s ≠ 0) : IsSmearingKernel (gaussianKernel s) s := by
  obtain ⟨b, hb⟩ : ∃ b, b = 1 / (2 * s ^ 2) := ⟨_, rfl⟩
  obtain ⟨N, hN⟩ : ∃ N, N = (√(2 * Real.pi * s ^ 2))⁻¹ := ⟨_, rfl⟩
  have hfun : gaussianKernel s = fun t => N * Real.exp (-b * t ^ 2) := by
    funext t
    simp only [gaussianKernel, hb, hN]
  have hb0 : 0 < b := by rw [hb]; positivity
  have hbs : 2 * b * s ^ 2 = 1 := by rw [hb]; field_simp
  have hI : ∀ k : ℕ, Integrable (fun t : ℝ => t ^ k * Real.exp (-b * t ^ 2)) := by
    intro k
    have hk : (-1 : ℝ) < (k : ℝ) := lt_of_lt_of_le (by norm_num) (Nat.cast_nonneg k)
    simpa only [Real.rpow_natCast] using integrable_rpow_mul_exp_neg_mul_sq hb0 hk
  have hI0 : Integrable (fun t : ℝ => Real.exp (-b * t ^ 2)) := by
    simpa only [pow_zero, one_mul] using hI 0
  have hI1 : Integrable (fun t : ℝ => t * Real.exp (-b * t ^ 2)) := by
    simpa only [pow_one] using hI 1
  have hnorm : N * ∫ t : ℝ, Real.exp (-b * t ^ 2) = 1 := by
    have hpi : Real.pi / b = 2 * Real.pi * s ^ 2 := by
      rw [div_eq_iff hb0.ne']
      linear_combination (-Real.pi) * hbs
    have hpos : 0 < 2 * Real.pi * s ^ 2 := by positivity
    rw [integral_gaussian, hpi, hN]
    exact inv_mul_cancel₀ (Real.sqrt_pos.mpr hpos).ne'
  -- odd functions integrate to zero
  have hodd : ∀ f : ℝ → ℝ, (∀ t, f (-t) = -f t) → ∫ t, f t = 0 := by
    intro f hf
    have h := integral_neg_eq_self f volume
    simp only [hf, integral_neg] at h
    linarith
  -- the total derivative of `t * exp (-b * t ^ 2)` integrates to zero
  have hd : ∀ t : ℝ, HasDerivAt (fun t : ℝ => t * Real.exp (-b * t ^ 2))
      (Real.exp (-b * t ^ 2) - 2 * b * (t ^ 2 * Real.exp (-b * t ^ 2))) t := by
    intro t
    have h1 : HasDerivAt (fun t : ℝ => -b * t ^ 2) (-b * (2 * t)) t := by
      simpa using (hasDerivAt_pow 2 t).const_mul (-b)
    exact ((hasDerivAt_id' t).fun_mul h1.exp).congr_deriv (by ring)
  have h0 := integral_eq_zero_of_hasDerivAt_of_integrable hd
    (hI0.sub ((hI 2).const_mul (2 * b))) hI1
  rw [integral_sub hI0 ((hI 2).const_mul (2 * b)), integral_const_mul] at h0
  have hpull : ∀ k : ℕ, (fun t : ℝ => t ^ k * (N * Real.exp (-b * t ^ 2)))
      = fun t => N * (t ^ k * Real.exp (-b * t ^ 2)) := by
    intro k; funext t; ring
  rw [hfun]
  refine ⟨fun k _ => ?_, ?_, ?_, ?_, ?_⟩
  · rw [hpull k]
    exact (hI k).const_mul N
  · rw [integral_const_mul]
    exact hnorm
  · exact hodd _ fun t => by simp only [neg_sq]; ring
  · rw [hpull 2, integral_const_mul]
    linear_combination s ^ 2 * hnorm - s ^ 2 * N * h0
      - N * (∫ t : ℝ, t ^ 2 * Real.exp (-b * t ^ 2)) * hbs
  · exact hodd _ fun t => by simp only [neg_sq]; ring

end

end DBandSmearing
```

```lean
#print axioms DBandSmearing.centre_smeared
-- 'DBandSmearing.centre_smeared' depends on axioms: [propext, Classical.choice, Quot.sound]
#print axioms DBandSmearing.skewness_lowered
-- 'DBandSmearing.skewness_lowered' depends on axioms: [propext, Classical.choice, Quot.sound]
```

**Q.** What may I conclude about a computed d-band?

**A.** Take a finite set of levels with positive variance and projected weights normalised to sum to 1, broadened by one common kernel that meets the conditions above, and integrate over all energies. Then the centre of the projected density of states doesn't depend on the smearing, its variance grows by $s^2$, and its skewness is multiplied by the factor given at the start. A cut-off energy window, a restriction to occupied states or a width that varies from level to level is not covered. Nor is a change of the occupation smearing in a self-consistent calculation, which can alter the levels and weights themselves.

**Q.** Would the fourth moment work the same way?

**A.** The same expansion, carried one order further by hand, gives $m_4+6m_2s^2+\kappa_4$ for the fourth central moment, where $m_4$ is that of the levels and $\kappa_4$ is the kernel's fourth moment, assumed finite. That formula goes beyond the Lean file, which stops at third order.
